# Two-photon sums in velocity and length form differ by a double-commutator element

Q: A bound electron goes from state $i$ to state $f$ and emits two photons. Which definitions and conventions fix the amplitude?

A: The photon energies are $w_1$ and $w_2$, with $\hbar=1$; a negative value means absorption. The Hamiltonian is $H$, and $x$ is the position component along the one polarization that both photons share, in the dipole approximation. Operators are linear maps on a complex inner product space `V`, whose product is conjugate-linear in the first slot, like a bra-ket.

In Lean 4 with Mathlib:

```lean
import Mathlib

open scoped InnerProductSpace

namespace TwoPhotonGauge

noncomputable section

variable {V ι : Type*} [NormedAddCommGroup V] [InnerProductSpace ℂ V]

/-- The commutator `[A, B] = AB - BA` of two operators on the common domain `V`. -/
def comm (A B : V →ₗ[ℂ] V) : V →ₗ[ℂ] V := A ∘ₗ B - B ∘ₗ A
```

Q: Is your $p$ the momentum?

A: It is the velocity, $p=\mathrm{i}[H,x]$, with upright $\mathrm{i}$ for the imaginary unit. For $H=\mathbf P^2/2m+U(\mathbf r)$ it equals $P_x/m$, where $\mathbf r$ is the position, $\mathbf P$ the canonical momentum, $P_x$ its component along the polarization, $m$ the mass and $U$ a local potential.

```lean
/-- The velocity operator `p = i[H, x]`, in units with `ħ = 1`. -/
def velocity (H x : V →ₗ[ℂ] V) : V →ₗ[ℂ] V := Complex.I • comm H x
```

Q: Real Hamiltonians are unbounded. Does your space allow that?

A: Yes. `V` need not be complete, so it can be a common domain that $H$ and $x$ map into itself. The states `e n`, with energies `E n`, are orthonormal and complete on `V`, and may be infinite in number.

```lean
/-- The states `e n` are orthonormal, satisfy the completeness relation on `V`, and are
eigenstates of `H` with real energies `E n`. -/
structure IsEigenbasis (H : V →ₗ[ℂ] V) (e : ι → V) (E : ι → ℝ) : Prop where
  orthonormal : Orthonormal ℂ e
  complete : ∀ u v : V, HasSum (fun n => ⟪u, e n⟫_ℂ * ⟪e n, v⟫_ℂ) ⟪u, v⟫_ℂ
  eigen : ∀ n, H (e n) = (E n : ℂ) • e n
```

Q: And a hydrogen atom?

A: The hypotheses exclude it: its intermediate states include a continuum, whereas here every intermediate state is a normalized eigenvector. A harmonic oscillator on rapidly decreasing smooth functions does fit.

Q: What is summed?

A: For a coupling operator $A$ with elements $A_{ab}=\langle a,A\,b\rangle$,
$$S(A)=\sum_n A_{fn}A_{ni}\left(\frac1{E_n-E_i+w_1}+\frac1{E_n-E_i+w_2}\right).$$
The two fractions are the two orders of emission. Common prefactors are left out.

```lean
/-- Contribution of the intermediate state `n` to the two-photon amplitude from `i` to `f`, for
the coupling operator `A`. Its domain is `E n - E i + w₁ ≠ 0` and `E n - E i + w₂ ≠ 0`. -/
def term (e : ι → V) (E : ι → ℝ) (A : V →ₗ[ℂ] V) (f i : ι) (w₁ w₂ : ℝ) (n : ι) : ℂ :=
  ⟪e f, A (e n)⟫_ℂ * ⟪e n, A (e i)⟫_ℂ *
    (1 / ((E n : ℂ) - E i + w₁) + 1 / ((E n : ℂ) - E i + w₂))

/-- The two-photon amplitude `S(A)`, summed over all intermediate states. Its domain is
non-zero denominators and a convergent sum. -/
def amplitude (e : ι → V) (E : ι → ℝ) (A : V →ₗ[ℂ] V) (f i : ι) (w₁ w₂ : ℝ) : ℂ :=
  ∑' n, term e E A f i w₁ w₂ n
```

Q: Show me the calculation before the code.

A: Since $H$ is Hermitian, $p_{ab}=\mathrm{i}(E_a-E_b)x_{ab}$. Put $\Delta=E_n-E_i$. Energy conservation, $E_i-E_f=w_1+w_2$, gives $E_f-E_n=-(\Delta+w_1+w_2)$, so
$$p_{fn}p_{ni}=-(E_f-E_n)(E_n-E_i)\,x_{fn}x_{ni}=\Delta(\Delta+w_1+w_2)\,x_{fn}x_{ni}.$$
Now $\Delta(\Delta+w_1+w_2)=(\Delta+w_1)(\Delta+w_2)-w_1w_2$. Multiplying by the two fractions gives
$$2\Delta+w_1+w_2-w_1w_2\left(\frac1{\Delta+w_1}+\frac1{\Delta+w_2}\right),$$
and $2\Delta+w_1+w_2=2E_n-E_i-E_f$.

For the first part, expand $[x,[x,H]]=x^2H-2xHx+Hx^2$ and insert completeness:
$$\langle f,[x,[x,H]]\,i\rangle=\sum_n(E_f+E_i-2E_n)\,x_{fn}x_{ni}.$$
Summing over $n$ therefore yields
$$S(p)=-w_1w_2S(x)-\langle f,[x,[x,H]]\,i\rangle.$$

Q: Where do the matrix elements appear in the proof?

A: The first lemma moves $H$ onto the bra; the second expands the commutator.

```lean
variable {H x : V →ₗ[ℂ] V} {e : ι → V} {E : ι → ℝ} {f i : ι} {w₁ w₂ : ℝ}

/-- For a symmetric `H`, the element of `H` between the eigenstate `e a` and any vector `y` is the
energy `E a` times the inner product of `e a` and `y`. -/
theorem inner_energy (hb : IsEigenbasis H e E) (hH : H.IsSymmetric) (a : ι) (y : V) :
    ⟪e a, H y⟫_ℂ = (E a : ℂ) * ⟪e a, y⟫_ℂ := by
  rw [← hH (e a) y, hb.eigen, inner_smul_left, Complex.conj_ofReal]

/-- Between eigenstates of a symmetric `H`, the velocity element is `i(E_a - E_b)` times the
length element. -/
theorem velocity_element (hb : IsEigenbasis H e E) (hH : H.IsSymmetric) (a b : ι) :
    ⟪e a, velocity H x (e b)⟫_ℂ
      = Complex.I * ((E a : ℂ) - E b) * ⟪e a, x (e b)⟫_ℂ := by
  simp only [velocity, comm, LinearMap.smul_apply, LinearMap.sub_apply, LinearMap.comp_apply,
    inner_smul_right, inner_sub_right, hb.eigen, map_smul, inner_energy hb hH]
  ring
```

The sum rule applies completeness twice, to the pairs $x f,\ x i$ and $x f,\ Hx i$, then combines the two series.

```lean
/-- Sum rule for symmetric `H` and `x`: the element of `[x, [x, H]]` between `f` and `i` is the
sum over `n` of `(E_f + E_i - 2 E_n) x_fn x_ni`. -/
theorem double_commutator_sum_rule (hb : IsEigenbasis H e E) (hH : H.IsSymmetric)
    (hx : x.IsSymmetric) (f i : ι) :
    HasSum (fun n => ((E f : ℂ) + E i - 2 * E n) * (⟪e f, x (e n)⟫_ℂ * ⟪e n, x (e i)⟫_ℂ))
      ⟪e f, comm x (comm x H) (e i)⟫_ℂ := by
  -- completeness inserted into `x x` and into `x H x`
  have h1 := hb.complete (x (e f)) (x (e i))
  have h2 := hb.complete (x (e f)) (H (x (e i)))
  have h := (h1.mul_left ((E f : ℂ) + E i)).sub (h2.mul_left 2)
  have ht : (fun n => ((E f : ℂ) + E i - 2 * E n) *
      (⟪e f, x (e n)⟫_ℂ * ⟪e n, x (e i)⟫_ℂ))
      = fun n => ((E f : ℂ) + E i) * (⟪x (e f), e n⟫_ℂ * ⟪e n, x (e i)⟫_ℂ)
        - 2 * (⟪x (e f), e n⟫_ℂ * ⟪e n, H (x (e i))⟫_ℂ) := by
    funext n
    simp only [hx (e f) (e n), inner_energy hb hH]
    ring
  have hv : ⟪e f, comm x (comm x H) (e i)⟫_ℂ
      = ((E f : ℂ) + E i) * ⟪x (e f), x (e i)⟫_ℂ - 2 * ⟪x (e f), H (x (e i))⟫_ℂ := by
    rw [hx (e f) (x (e i)), hx (e f) (H (x (e i)))]
    simp only [comm, LinearMap.sub_apply, LinearMap.comp_apply, map_sub, inner_sub_right,
      hb.eigen, map_smul, inner_smul_right, inner_energy hb hH]
    ring
  rw [ht, hv]
  exact h
```

Q: And the algebra with the denominators?

A: `key` is the scalar identity, proved by clearing denominators. The final `linear_combination` multiplies it by $x_{fn}x_{ni}$ and uses $\mathrm{i}^2=-1$.

```lean
/-- For symmetric `H`, photon energies that add up to `E_i - E_f` and non-zero denominators, each
intermediate state contributes to the velocity form `-w₁ w₂` times its length contribution,
minus its share of the double-commutator sum rule. -/
theorem velocity_term (hb : IsEigenbasis H e E) (hH : H.IsSymmetric)
    (hE : E i - E f = w₁ + w₂) (n : ι)
    (h₁ : E n - E i + w₁ ≠ 0) (h₂ : E n - E i + w₂ ≠ 0) :
    term e E (velocity H x) f i w₁ w₂ n
      = -((w₁ : ℂ) * w₂) * term e E x f i w₁ w₂ n
        - ((E f : ℂ) + E i - 2 * E n) * (⟪e f, x (e n)⟫_ℂ * ⟪e n, x (e i)⟫_ℂ) := by
  have d₁ : (E n : ℂ) - E i + w₁ ≠ 0 := by exact_mod_cast h₁
  have d₂ : (E n : ℂ) - E i + w₂ ≠ 0 := by exact_mod_cast h₂
  have hf' : E f = E i - w₁ - w₂ := by linarith
  have hf : (E f : ℂ) = E i - w₁ - w₂ := by exact_mod_cast hf'
  -- the scalar identity behind the change of form
  have key : -(((E i : ℂ) - w₁ - w₂ - E n) * ((E n : ℂ) - E i)) *
      (1 / ((E n : ℂ) - E i + w₁) + 1 / ((E n : ℂ) - E i + w₂))
      = -((w₁ : ℂ) * w₂) * (1 / ((E n : ℂ) - E i + w₁) + 1 / ((E n : ℂ) - E i + w₂))
        + (2 * E n - E i - ((E i : ℂ) - w₁ - w₂)) := by
    field_simp
    ring
  simp only [term, velocity_element hb hH]
  rw [hf]
  linear_combination (⟪e f, x (e n)⟫_ℂ * ⟪e n, x (e i)⟫_ℂ) * key +
    (((E i : ℂ) - w₁ - w₂ - E n) * ((E n : ℂ) - E i) *
      (⟪e f, x (e n)⟫_ℂ * ⟪e n, x (e i)⟫_ℂ) *
      (1 / ((E n : ℂ) - E i + w₁) + 1 / ((E n : ℂ) - E i + w₂))) * Complex.I_sq
```

Q: An infinite sum might diverge.

A: Convergence of the length sum is a hypothesis of the main theorem. It holds if all denominators stay at least $\delta>0$ from zero, because each term is then at most $2/\delta$ times $|x_{fn}x_{ni}|$, which is summable by completeness.

```lean
/-- For symmetric `x`, the length sum converges if all denominators stay at least a distance
`δ > 0` away from zero. -/
theorem summable_of_gap (hb : IsEigenbasis H e E) (hx : x.IsSymmetric) {δ : ℝ} (hδ : 0 < δ)
    (h₁ : ∀ n, δ ≤ |E n - E i + w₁|) (h₂ : ∀ n, δ ≤ |E n - E i + w₂|) :
    Summable (term e E x f i w₁ w₂) := by
  have base := (hb.complete (x (e f)) (x (e i))).summable.norm.mul_right (2 / δ)
  refine Summable.of_norm_bounded base fun n => ?_
  have r : ∀ w : ℝ, δ ≤ |E n - E i + w| → ‖1 / ((E n : ℂ) - E i + w)‖ ≤ 1 / δ := by
    intro w hw
    have hc : (E n : ℂ) - E i + w = ((E n - E i + w : ℝ) : ℂ) := by simp
    rw [hc, norm_div, norm_one, Complex.norm_real, Real.norm_eq_abs]
    exact one_div_le_one_div_of_le hδ hw
  rw [term, norm_mul, ← hx (e f) (e n)]
  refine mul_le_mul_of_nonneg_left ?_ (norm_nonneg _)
  calc _ ≤ _ := norm_add_le _ _
    _ ≤ 1 / δ + 1 / δ := add_le_add (r w₁ (h₁ n)) (r w₂ (h₂ n))
    _ = 2 / δ := by ring
```

Q: So what does the main theorem say?

A: For symmetric $H$ and $x$, energy conservation, non-zero denominators and a convergent length sum, the velocity sum also converges and the relation holds. The proof subtracts the sum rule from the scaled length series and recognizes the velocity terms.

```lean
/-- Let `H` and `x` be symmetric, `E_i - E_f = w₁ + w₂`, all denominators non-zero and the length
sum convergent. Then the velocity sum converges, and
`S(p) = -w₁ w₂ S(x) - ⟨f, [x, [x, H]] i⟩`. -/
theorem velocity_length_relation (hb : IsEigenbasis H e E) (hH : H.IsSymmetric)
    (hx : x.IsSymmetric) (hE : E i - E f = w₁ + w₂)
    (h₁ : ∀ n, E n - E i + w₁ ≠ 0) (h₂ : ∀ n, E n - E i + w₂ ≠ 0)
    (hs : Summable (term e E x f i w₁ w₂)) :
    Summable (term e E (velocity H x) f i w₁ w₂) ∧
    amplitude e E (velocity H x) f i w₁ w₂
      = -((w₁ : ℂ) * w₂) * amplitude e E x f i w₁ w₂
        - ⟪e f, comm x (comm x H) (e i)⟫_ℂ := by
  have h := (hs.hasSum.mul_left (-((w₁ : ℂ) * w₂))).sub
    (double_commutator_sum_rule hb hH hx f i)
  have ht := funext fun n => velocity_term (x := x) hb hH hE n (h₁ n) (h₂ n)
  rw [← ht] at h
  exact ⟨h.summable, h.tsum_eq⟩
```

The length form means $-w_1w_2S(x)$, including the factor. It equals $S(p)$ exactly when the double-commutator element is zero.

```lean
/-- Under the same conditions (symmetric `H` and `x`, `E_i - E_f = w₁ + w₂`, non-zero
denominators, convergent length sum), velocity and length forms agree exactly when the element
of `[x, [x, H]]` between `f` and `i` vanishes. -/
theorem forms_agree_iff (hb : IsEigenbasis H e E) (hH : H.IsSymmetric)
    (hx : x.IsSymmetric) (hE : E i - E f = w₁ + w₂)
    (h₁ : ∀ n, E n - E i + w₁ ≠ 0) (h₂ : ∀ n, E n - E i + w₂ ≠ 0)
    (hs : Summable (term e E x f i w₁ w₂)) :
    amplitude e E (velocity H x) f i w₁ w₂ = -((w₁ : ℂ) * w₂) * amplitude e E x f i w₁ w₂
      ↔ ⟪e f, comm x (comm x H) (e i)⟫_ℂ = 0 := by
  rw [(velocity_length_relation hb hH hx hE h₁ h₂ hs).2, sub_eq_self]
```

Q: Textbook operators satisfy a canonical commutator. What happens then?

A: Suppose $[x,p]=\mathrm{i}\kappa$, where $\kappa$ stands for the inverse mass $1/m$. Then $[x,[x,H]]=-\kappa$, so orthogonality makes the forms agree for $f\neq i$. For $f=i$ we have $w_2=-w_1$, which is elastic scattering, and $\kappa$ remains as a difference between the two sums. The physical amplitudes still agree: the full velocity-form amplitude also has a contact term from the squared vector potential, which $S(p)$ leaves out and which cancels $\kappa$.

```lean
/-- Let `H` and `x` be symmetric, `E_i - E_f = w₁ + w₂`, all denominators non-zero, the length sum
convergent and `[x, p] = iκ`. Then `S(p) = -w₁ w₂ S(x)` for `f ≠ i`, and for `f = i` the constant
`κ` is added on the right. -/
theorem canonical_relation [DecidableEq ι] (hb : IsEigenbasis H e E) (hH : H.IsSymmetric)
    (hx : x.IsSymmetric) (hE : E i - E f = w₁ + w₂)
    (h₁ : ∀ n, E n - E i + w₁ ≠ 0) (h₂ : ∀ n, E n - E i + w₂ ≠ 0)
    (hs : Summable (term e E x f i w₁ w₂)) {κ : ℂ}
    (hc : comm x (velocity H x) = (Complex.I * κ) • LinearMap.id) :
    amplitude e E (velocity H x) f i w₁ w₂
      = -((w₁ : ℂ) * w₂) * amplitude e E x f i w₁ w₂ + if f = i then κ else 0 := by
  have hv : comm x (velocity H x) = -(Complex.I • comm x (comm x H)) := by
    refine LinearMap.ext fun v => ?_
    simp only [velocity, comm, LinearMap.neg_apply, LinearMap.smul_apply, LinearMap.sub_apply,
      LinearMap.comp_apply, map_smul, map_sub]
    module
  rw [hv] at hc
  have h := congrArg (fun T : V →ₗ[ℂ] V => ⟪e f, T (e i)⟫_ℂ) hc
  simp only [LinearMap.neg_apply, LinearMap.smul_apply, LinearMap.id_apply, inner_neg_right,
    inner_smul_right] at h
  -- the double commutator is the number `-κ`
  have hX : ⟪e f, comm x (comm x H) (e i)⟫_ℂ = -κ * ⟪e f, e i⟫_ℂ := by
    linear_combination Complex.I * h +
      (⟪e f, comm x (comm x H) (e i)⟫_ℂ + κ * ⟪e f, e i⟫_ℂ) * Complex.I_sq
  rw [(velocity_length_relation hb hH hx hE h₁ h₂ hs).2, hX,
    orthonormal_iff_ite.mp hb.orthonormal f i]
  split_ifs <;> ring
```

Q: Can the forms disagree for $f\ne i$?

A: Yes, in a two-level model, where the canonical commutator fails. Take energies 0 and 3, a position matrix with rows $(1,1)$ and $(1,0)$, a transition from the upper level to the lower, and photon energies 1 and 2. The velocity operator has no diagonal elements, so $S(p)=0$, while $S(x)=-3/2$ and the length form is 3.

```lean
/-- A two-level Hamiltonian with energies 0 and 3. -/
def twoLevelH : EuclideanSpace ℂ (Fin 2) →ₗ[ℂ] EuclideanSpace ℂ (Fin 2) where
  toFun v := !₂[0, 3 * v 1]
  map_add' u v := by ext k; fin_cases k <;> simp [mul_add]
  map_smul' c v := by ext k; fin_cases k <;> simp [mul_left_comm]

/-- A two-level position operator with matrix rows `(1, 1)` and `(1, 0)`. -/
def twoLevelX : EuclideanSpace ℂ (Fin 2) →ₗ[ℂ] EuclideanSpace ℂ (Fin 2) where
  toFun v := !₂[v 0 + v 1, v 0]
  map_add' u v := by ext k; fin_cases k <;> simp [add_add_add_comm]
  map_smul' c v := by ext k; fin_cases k <;> simp [mul_add]

/-- The two-level system with photon energies 1 and 2 has symmetric operators, an eigenbasis and
non-zero denominators; its velocity form is 0 and its length form is 3. -/
theorem two_level_witness :
    IsEigenbasis twoLevelH (EuclideanSpace.basisFun (Fin 2) ℂ) ![0, 3] ∧
    twoLevelH.IsSymmetric ∧ twoLevelX.IsSymmetric ∧
    (∀ n, (![0, 3] : Fin 2 → ℝ) n - 3 + 1 ≠ 0 ∧ (![0, 3] : Fin 2 → ℝ) n - 3 + 2 ≠ 0) ∧
    amplitude (EuclideanSpace.basisFun (Fin 2) ℂ) ![0, 3]
      (velocity twoLevelH twoLevelX) 0 1 1 2 = 0 ∧
    -((1 : ℂ) * 2) * amplitude (EuclideanSpace.basisFun (Fin 2) ℂ) ![0, 3]
      twoLevelX 0 1 1 2 = 3 := by
  have hb : IsEigenbasis twoLevelH (EuclideanSpace.basisFun (Fin 2) ℂ) ![0, 3] := by
    refine ⟨(EuclideanSpace.basisFun (Fin 2) ℂ).orthonormal, fun u v => ?_, fun n => ?_⟩
    · rw [← (EuclideanSpace.basisFun (Fin 2) ℂ).sum_inner_mul_inner u v]
      exact hasSum_fintype _
    · ext k
      fin_cases n <;> fin_cases k <;> simp [twoLevelH]
  have hH : twoLevelH.IsSymmetric := by
    intro u v
    have h3 : (starRingEnd ℂ) 3 = 3 := Complex.ext (by simp) (by simp)
    simp [twoLevelH, PiLp.inner_apply, Fin.sum_univ_two]
    linear_combination (v.ofLp 1 * (starRingEnd ℂ) (u.ofLp 1)) * h3
  refine ⟨hb, hH, ?_, ?_, ?_, ?_⟩
  · intro u v
    simp [twoLevelX, PiLp.inner_apply, Fin.sum_univ_two]
    ring
  · intro n
    fin_cases n <;> norm_num
  · -- the velocity operator has no diagonal elements
    simp only [amplitude, tsum_fintype, Fin.sum_univ_two, term, velocity_element hb hH]
    simp
  · simp only [amplitude, tsum_fintype, Fin.sum_univ_two, term]
    simp [twoLevelX, PiLp.inner_apply]
    norm_num

end

end TwoPhotonGauge
```

```lean
#print axioms TwoPhotonGauge.velocity_term
-- 'TwoPhotonGauge.velocity_term' depends on axioms: [propext, Classical.choice, Quot.sound]
#print axioms TwoPhotonGauge.summable_of_gap
-- 'TwoPhotonGauge.summable_of_gap' depends on axioms: [propext, Classical.choice, Quot.sound]
#print axioms TwoPhotonGauge.forms_agree_iff
-- 'TwoPhotonGauge.forms_agree_iff' depends on axioms: [propext, Classical.choice, Quot.sound]
#print axioms TwoPhotonGauge.canonical_relation
-- 'TwoPhotonGauge.canonical_relation' depends on axioms: [propext, Classical.choice, Quot.sound]
```

Q: Does this matter for electronic-structure work?

A: Take a calculation in a finite orthonormal basis, with Hermitian matrices for $H$ and $x$, $p$ built from their commutator, and photon energies that add up to the computed $E_i-E_f$. The gap between the two forms is then, up to sign, the double-commutator element of those matrices. Truncation can make it non-zero even for $f\neq i$, where the canonical commutator would make it vanish.
